# Mulliken populations and Mayer bond indices of spinors are unchanged by unitary mixing of occupied spinors and by global spin rotation

After a two-component calculation on a heavy-element compound, I read atomic populations and bond indices off the converged spinors and compare them between runs. Two runs may describe the same determinant with differently mixed occupied spinors, or refer spin to a different axis. The comparison is only meaningful if the numbers ignore both choices.

My matrix C of occupied-spinor coefficients satisfies C† S C = 1, with overlap S = S0 ⊗ 1₂, and each spatial basis function belongs to one atom. I believe that the Mulliken populations and Mayer indices survive C → C U and C → (1 ⊗ u) C for unitary U and u, that the populations add up to the electron number, and that the bond indices of an atom, defined without the usual factor of two and with its own diagonal term included, add up to its population. Can this be made rigorous and machine-checked? And are these numbers real, as I have been assuming?

## One matrix carries both the populations and the bond indices

Your invariance claims and sum rules hold. Reality needs a further condition, and time-reversal symmetry supplies one when the overlap is real.

Let p and q label pairs of a spatial function and a spin component, and let a and b label atoms. With D = C C†, define

P = D S = C C† S

N_a = Σ P_pp, with p on atom a

B_ab = Σ P_pq P_qp, with p on a and q on b.

If Π_a is the diagonal projector on the functions of atom a, both spins included, then

N_a = tr(Π_a P)

B_ab = tr(Π_a P Π_b P).

**Invariance.** Put V = 1 ⊗ u and C' = V C U. Since U U† = 1, and V† commutes with S because S acts as the identity on spin,

P' = V C U U† C† V† S = V C C† S V† = V P V†.

The projectors do not act on spin either, so Π_a V = V Π_a. With V† V = 1 and cyclicity of the trace,

tr(Π_a V P V†) = tr(V Π_a P V†) = tr(Π_a P)

tr(Π_a V P V† Π_b V P V†) = tr(V Π_a P Π_b P V†) = tr(Π_a P Π_b P).

**Sum rules.** Every p lies on exactly one atom, so

Σ_a N_a = tr P = tr(C† S C) = number of occupied spinors.

Orthonormality also gives

P² = C (C† S C) C† S = P,

and therefore, for fixed a,

Σ_b B_ab = Σ (P²)_pp = Σ P_pp = N_a, with p on a.

The sum over b includes b = a.

**Reality.** Take atoms 0 and 1 with one function each, overlap 1/2, and one spin-up spinor with amplitudes 3/5 and 4i/5. The cross terms in its norm cancel, so it is normalised, yet

N_0 = 9/25 + (1/2)(3/5)(−4i/5) = 9/25 − 6i/25.

Now let S0 be real, and let time reversal, T C = (1 ⊗ (−iσ_y)) conj(C), only mix the occupied spinors: T C = C U with U unitary. Replacing C by conj(C) conjugates P, hence N_a and B_ab. Since −iσ_y is unitary, invariance gives

conj(N_a[C]) = N_a[conj(C)] = N_a[T C] = N_a[C U] = N_a[C],

and the same chain holds for B_ab. Real spatial orbitals, each occupied with both spins, form such a set.

## What the Lean definitions and hypotheses say

The type `n` labels spatial functions, `Fin 2` spin components and `m` occupied spinors; `atom : n → α` assigns functions to atoms. `popMatrix` is P, while `mulliken` and `mayer` are the sums above, with complex values.

- `invariance` treats both transformations at once; setting `u` or `U` to the identity isolates either one. It needs no normalisation.
- `sum_rules` assumes `Cᴴ * overlap S0 * C = 1`. The electron number is `Fintype.card m`, one electron per spinor.
- `real_of_timeReversal` assumes a real `S0` and `timeReverse C = C * U` with `U` unitary; `timeReversal_witness` supplies the closed-shell example.
- `complex_population_witness` is the two-atom spinor.

No theorem needs S0 to be Hermitian, although a physical overlap is. The bond index carries no factor of two: for a closed shell of doubly occupied orbitals it is half the usual Mayer bond order, so minimal-basis H₂ gives 1/2.

For a single determinant in a finite basis shared by both spin components, populations and bond indices can thus be compared between runs that differ only by occupied-spinor mixing or a global spin rotation. Fractional occupations, separate small-component bases and rotations that also turn the spatial functions are not covered. With spin–orbit coupling, solutions magnetised along different directions are in general not related by a spin rotation alone, so their populations may differ.

```lean
import Mathlib

open Matrix
open scoped Kronecker

namespace SpinorBonding

noncomputable section

variable {n m k α : Type*} [Fintype n] [DecidableEq n] [Fintype m] [DecidableEq m]
  [Fintype k] [DecidableEq k] [DecidableEq α]

/-- The spinor overlap `S0 ⊗ 1`: spatial overlap, identity in spin space. -/
def overlap (S0 : Matrix n n ℂ) : Matrix (n × Fin 2) (n × Fin 2) ℂ :=
  S0 ⊗ₖ (1 : Matrix (Fin 2) (Fin 2) ℂ)

/-- The operator `1 ⊗ u` acting on spin only. -/
def spinOp (n : Type*) [DecidableEq n] (u : Matrix (Fin 2) (Fin 2) ℂ) :
    Matrix (n × Fin 2) (n × Fin 2) ℂ :=
  (1 : Matrix n n ℂ) ⊗ₖ u

/-- The population matrix `D S`, with density matrix `D = C Cᴴ`. -/
def popMatrix (S0 : Matrix n n ℂ) (C : Matrix (n × Fin 2) m ℂ) :
    Matrix (n × Fin 2) (n × Fin 2) ℂ :=
  C * Cᴴ * overlap S0

/-- Mulliken population of atom `a`: the trace of `D S` over its basis functions. -/
def mulliken (atom : n → α) (S0 : Matrix n n ℂ) (C : Matrix (n × Fin 2) m ℂ) (a : α) : ℂ :=
  ∑ p : n × Fin 2 with atom p.1 = a, popMatrix S0 C p p

/-- Mayer bond index of atoms `a` and `b` for spinors. -/
def mayer (atom : n → α) (S0 : Matrix n n ℂ) (C : Matrix (n × Fin 2) m ℂ) (a b : α) : ℂ :=
  ∑ p : n × Fin 2 with atom p.1 = a, ∑ q : n × Fin 2 with atom q.1 = b,
    popMatrix S0 C p q * popMatrix S0 C q p

/-- The projector on the basis functions of atom `a`, both spins included. -/
def atomProj (atom : n → α) (a : α) : Matrix (n × Fin 2) (n × Fin 2) ℂ :=
  Matrix.diagonal fun p => if atom p.1 = a then 1 else 0

/-- The spin matrix `-i σ_y` that enters time reversal. -/
def spinFlip : Matrix (Fin 2) (Fin 2) ℂ := !![0, -1; 1, 0]

/-- Time reversal of spinors: complex conjugation followed by `-i σ_y` on spin. -/
def timeReverse (C : Matrix (n × Fin 2) m ℂ) : Matrix (n × Fin 2) m ℂ :=
  spinOp n spinFlip * C.map star

omit [DecidableEq m] in
/-- Populations and bond indices are traces of `D S` with atomic projectors. -/
theorem eq_trace (atom : n → α) (S0 : Matrix n n ℂ) (C : Matrix (n × Fin 2) m ℂ) (a b : α) :
    mulliken atom S0 C a = trace (atomProj atom a * popMatrix S0 C) ∧
    mayer atom S0 C a b =
      trace (atomProj atom a * popMatrix S0 C * (atomProj atom b * popMatrix S0 C)) := by
  constructor
  · simp [mulliken, Matrix.trace, atomProj, Matrix.diagonal_mul, Finset.sum_filter]
  · unfold mayer
    rw [Finset.sum_filter]
    simp only [Matrix.trace, Matrix.diag_apply]
    refine Finset.sum_congr rfl fun p _ => ?_
    rw [Matrix.mul_apply, Finset.sum_filter]
    by_cases h : atom p.1 = a <;> simp [h, atomProj, Matrix.diagonal_mul]

/-- A unitary `u` on spin gives a unitary `1 ⊗ u` on spinors. -/
theorem spinOp_unitary {u : Matrix (Fin 2) (Fin 2) ℂ} (hu : u ∈ unitaryGroup (Fin 2) ℂ) :
    (spinOp n u)ᴴ * spinOp n u = 1 := by
  have h : uᴴ * u = 1 := Matrix.mem_unitaryGroup_iff'.mp hu
  rw [spinOp, Matrix.conjTranspose_kronecker, ← Matrix.mul_kronecker_mul, h,
    Matrix.conjTranspose_one, Matrix.one_mul, Matrix.one_kronecker_one]

/-- Mixing the occupied spinors by a unitary `U` and spin by a unitary `u` changes no Mulliken
population and no Mayer bond index. -/
theorem invariance (atom : n → α) (S0 : Matrix n n ℂ) (C : Matrix (n × Fin 2) m ℂ)
    {u : Matrix (Fin 2) (Fin 2) ℂ} (hu : u ∈ unitaryGroup (Fin 2) ℂ)
    {U : Matrix m m ℂ} (hU : U ∈ unitaryGroup m ℂ) (a b : α) :
    mulliken atom S0 (spinOp n u * C * U) a = mulliken atom S0 C a ∧
    mayer atom S0 (spinOp n u * C * U) a b = mayer atom S0 C a b := by
  have hU' : U * Uᴴ = 1 := Matrix.mem_unitaryGroup_iff.mp hU
  have hV := spinOp_unitary (n := n) hu
  -- the overlap does not act on spin
  have hS : (spinOp n u)ᴴ * overlap S0 = overlap S0 * (spinOp n u)ᴴ := by
    rw [spinOp, overlap, Matrix.conjTranspose_kronecker, ← Matrix.mul_kronecker_mul,
      ← Matrix.mul_kronecker_mul, Matrix.conjTranspose_one, Matrix.one_mul, Matrix.mul_one,
      Matrix.one_mul, Matrix.mul_one]
  -- neither do the atomic projectors
  have hA : ∀ c, atomProj atom c * spinOp n u = spinOp n u * atomProj atom c := by
    intro c
    ext ⟨i, s⟩ ⟨j, t⟩
    rw [atomProj, Matrix.diagonal_mul, Matrix.mul_diagonal]
    by_cases h : i = j
    · subst h
      exact mul_comm _ _
    · simp [spinOp, Matrix.kroneckerMap_apply, h]
  have hP : popMatrix S0 (spinOp n u * C * U)
      = spinOp n u * popMatrix S0 C * (spinOp n u)ᴴ := by
    unfold popMatrix
    calc _ = spinOp n u * C * (U * Uᴴ) * (Cᴴ * ((spinOp n u)ᴴ * overlap S0)) := by
          simp only [Matrix.conjTranspose_mul, Matrix.mul_assoc]
      _ = _ := by
          rw [hU', Matrix.mul_one, hS]
          simp only [Matrix.mul_assoc]
  rw [(eq_trace atom S0 _ a b).1, (eq_trace atom S0 _ a b).2,
    (eq_trace atom S0 C a b).1, (eq_trace atom S0 C a b).2, hP]
  generalize popMatrix S0 C = P
  generalize spinOp n u = V at *
  have hc : ∀ c, atomProj atom c * (V * P * Vᴴ) = V * (atomProj atom c * P) * Vᴴ := by
    intro c
    calc _ = (atomProj atom c * V) * P * Vᴴ := by simp only [Matrix.mul_assoc]
      _ = _ := by rw [hA c]; simp only [Matrix.mul_assoc]
  have ht : ∀ X : Matrix (n × Fin 2) (n × Fin 2) ℂ, trace (V * X * Vᴴ) = trace X := by
    intro X
    rw [Matrix.trace_mul_comm, ← Matrix.mul_assoc, hV, Matrix.one_mul]
  refine ⟨by rw [hc, ht], ?_⟩
  rw [hc, hc, ← ht (atomProj atom a * P * (atomProj atom b * P))]
  congr 1
  calc _ = V * (atomProj atom a * P) * (Vᴴ * V) * (atomProj atom b * P) * Vᴴ := by
        simp only [Matrix.mul_assoc]
    _ = _ := by rw [hV, Matrix.mul_one]; simp only [Matrix.mul_assoc]

omit [DecidableEq n] in
/-- For orthonormal spinors the populations add up to the number of electrons, and the bond
indices of an atom, its own diagonal term included, add up to its population. -/
theorem sum_rules [Fintype α] (atom : n → α) (S0 : Matrix n n ℂ) (C : Matrix (n × Fin 2) m ℂ)
    (hC : Cᴴ * overlap S0 * C = 1) :
    ∑ a, mulliken atom S0 C a = (Fintype.card m : ℂ) ∧
    ∀ a, ∑ b, mayer atom S0 C a b = mulliken atom S0 C a := by
  constructor
  · have h1 : ∑ a, mulliken atom S0 C a = trace (popMatrix S0 C) :=
      Finset.sum_fiberwise Finset.univ (fun p : n × Fin 2 => atom p.1)
        (fun p => popMatrix S0 C p p)
    rw [h1, popMatrix, Matrix.mul_assoc, Matrix.trace_mul_comm, hC, Matrix.trace_one]
  · intro a
    -- orthonormality makes `D S` idempotent
    have hid : popMatrix S0 C * popMatrix S0 C = popMatrix S0 C := by
      unfold popMatrix
      calc _ = C * (Cᴴ * overlap S0 * C) * (Cᴴ * overlap S0) := by
            simp only [Matrix.mul_assoc]
        _ = _ := by rw [hC, Matrix.mul_one, Matrix.mul_assoc]
    unfold mayer mulliken
    rw [Finset.sum_comm]
    refine Finset.sum_congr rfl fun p _ => ?_
    refine (Finset.sum_fiberwise Finset.univ (fun q : n × Fin 2 => atom q.1)
      (fun q => popMatrix S0 C p q * popMatrix S0 C q p)).trans ?_
    rw [← Matrix.mul_apply, hid]

/-- With a real spatial overlap and a set of spinors that time reversal mixes among themselves by a
unitary matrix `U`, all Mulliken populations and Mayer bond indices are real. -/
theorem real_of_timeReversal (atom : n → α) (S0 : Matrix n n ℂ)
    (hS : ∀ i j, star (S0 i j) = S0 i j) (C : Matrix (n × Fin 2) m ℂ)
    {U : Matrix m m ℂ} (hU : U ∈ unitaryGroup m ℂ) (hT : timeReverse C = C * U) (a b : α) :
    star (mulliken atom S0 C a) = mulliken atom S0 C a ∧
    star (mayer atom S0 C a b) = mayer atom S0 C a b := by
  have ho : ∀ p q, star (overlap S0 p q) = overlap S0 p q := by
    rintro ⟨i, s⟩ ⟨j, t⟩
    by_cases h : s = t
    · simpa [overlap, Matrix.kroneckerMap_apply, Matrix.one_apply, h] using hS i j
    · simp [overlap, Matrix.kroneckerMap_apply, h]
  have hP : ∀ p q, popMatrix S0 (C.map star) p q = star (popMatrix S0 C p q) := by
    intro p q
    simp only [popMatrix, Matrix.mul_apply, Matrix.map_apply, Matrix.conjTranspose_apply,
      star_sum, star_mul', ho]
  have hJ : spinFlip ∈ unitaryGroup (Fin 2) ℂ := by
    rw [Matrix.mem_unitaryGroup_iff]
    ext i j
    fin_cases i <;> fin_cases j <;>
      simp [spinFlip, Matrix.mul_apply, Fin.sum_univ_succ, Matrix.star_apply]
  -- time reversal is a conjugation followed by a spin rotation
  have h1 := invariance atom S0 (C.map star) hJ (one_mem (unitaryGroup m ℂ)) a b
  have h2 := invariance atom S0 C (one_mem (unitaryGroup (Fin 2) ℂ)) hU a b
  have e1 : spinOp n spinFlip * C.map star * (1 : Matrix m m ℂ) = C * U := by
    rw [Matrix.mul_one]
    exact hT
  have e2 : spinOp n 1 * C * U = C * U := by
    rw [spinOp, Matrix.one_kronecker_one, Matrix.one_mul]
  rw [e1] at h1
  rw [e2] at h2
  constructor
  · have hN : mulliken atom S0 (C.map star) a = star (mulliken atom S0 C a) := by
      simp only [mulliken, hP, star_sum]
    exact ((h2.1.symm.trans h1.1).trans hN).symm
  · have hB : mayer atom S0 (C.map star) a b = star (mayer atom S0 C a b) := by
      simp only [mayer, hP, star_sum, star_mul']
    exact ((h2.2.symm.trans h1.2).trans hB).symm

/-- Real orbitals `φ`, each taken with both spins, are mixed among themselves by time
reversal, through the unitary matrix `1 ⊗ (-i σ_y)`. -/
theorem timeReversal_witness (φ : Matrix n k ℂ) (hφ : ∀ i j, star (φ i j) = φ i j) :
    timeReverse (φ ⊗ₖ (1 : Matrix (Fin 2) (Fin 2) ℂ))
      = (φ ⊗ₖ (1 : Matrix (Fin 2) (Fin 2) ℂ)) * spinOp k spinFlip ∧
    spinOp k spinFlip ∈ unitaryGroup (k × Fin 2) ℂ := by
  constructor
  · have h : (φ ⊗ₖ (1 : Matrix (Fin 2) (Fin 2) ℂ)).map star = φ ⊗ₖ 1 := by
      ext ⟨i, s⟩ ⟨j, t⟩
      by_cases h : s = t
      · simpa [Matrix.kroneckerMap_apply, Matrix.one_apply, h] using hφ i j
      · simp [Matrix.kroneckerMap_apply, h]
    rw [timeReverse, h, spinOp, spinOp, ← Matrix.mul_kronecker_mul,
      ← Matrix.mul_kronecker_mul, Matrix.one_mul, Matrix.mul_one, Matrix.one_mul,
      Matrix.mul_one]
  · refine Matrix.mem_unitaryGroup_iff'.mpr (spinOp_unitary ?_)
    rw [Matrix.mem_unitaryGroup_iff]
    ext i j
    fin_cases i <;> fin_cases j <;>
      simp [spinFlip, Matrix.mul_apply, Fin.sum_univ_succ, Matrix.star_apply]

/-- Spatial overlap of two atoms with one function each, overlapping by one half. -/
def pairOverlap : Matrix (Fin 2) (Fin 2) ℂ := !![1, 1 / 2; 1 / 2, 1]

/-- One spin-up spinor with amplitudes `3/5` and `4i/5` on the two atoms. -/
def pairSpinor : Matrix (Fin 2 × Fin 2) (Fin 1) ℂ :=
  Matrix.of fun p _ => if p.2 = 0 then (if p.1 = 0 then 3 / 5 else 4 / 5 * Complex.I) else 0

/-- The two-atom spinor is normalised, and the Mulliken population of its first atom is the
complex number `9/25 - 6i/25`. -/
theorem complex_population_witness :
    pairSpinorᴴ * overlap pairOverlap * pairSpinor = 1 ∧
    mulliken id pairOverlap pairSpinor 0 = 9 / 25 - 6 / 25 * Complex.I := by
  have c3 : (starRingEnd ℂ) 3 = 3 := Complex.conj_eq_iff_im.mpr (by simp)
  have c4 : (starRingEnd ℂ) 4 = 4 := Complex.conj_eq_iff_im.mpr (by simp)
  have c5 : (starRingEnd ℂ) 5 = 5 := Complex.conj_eq_iff_im.mpr (by simp)
  constructor
  · ext i j
    fin_cases i
    fin_cases j
    simp [Matrix.mul_apply, Fintype.sum_prod_type, Fin.sum_univ_two, overlap, pairOverlap,
      pairSpinor, Matrix.kroneckerMap_apply, Matrix.one_apply]
    simp only [c3, c4, c5]
    linear_combination (-16 / 25 : ℂ) * Complex.I_sq
  · rw [mulliken, Finset.sum_filter]
    simp [popMatrix, Matrix.mul_apply, Fintype.sum_prod_type, Fin.sum_univ_two, overlap,
      pairOverlap, pairSpinor, Matrix.kroneckerMap_apply, Matrix.one_apply]
    simp only [c3, c4, c5]
    ring

end

end SpinorBonding
```

```lean
#print axioms SpinorBonding.invariance
#print axioms SpinorBonding.sum_rules
#print axioms SpinorBonding.real_of_timeReversal
```

```
'SpinorBonding.invariance' depends on axioms: [propext, Classical.choice, Quot.sound]
'SpinorBonding.sum_rules' depends on axioms: [propext, Classical.choice, Quot.sound]
'SpinorBonding.real_of_timeReversal' depends on axioms: [propext, Classical.choice, Quot.sound]
```

## How the proofs follow the algebra

`eq_trace` turns the sums over the functions of an atom into traces with `atomProj`, and `spinOp_unitary` obtains V† V = 1 from u† u = 1 by multiplying Kronecker factors separately.

Inside `invariance`, `hS` and `hA` are the two commutation relations, and `hP` is P' = V P V†. Then `hc` moves a projector inside V … V†, and `ht` removes the outer V and V† by cyclicity. The Mayer case also uses V† V = 1 between the two factors.

In `sum_rules`, `Finset.sum_fiberwise` merges the sums over atoms into one sum over all basis functions. The first part then uses cyclicity and orthonormality; the second uses `hid`, which is P² = P.

`real_of_timeReversal` applies `invariance` twice: `h1` starts from conj(C) and rotates spin by −iσ_y, while `h2` starts from C and mixes by `U`. Both arrive at C U, by `e1` and `e2`, and `hN` and `hB` supply the conjugation.

For the closed-shell set, `timeReversal_witness` uses the reality of the orbitals to show that conjugation leaves φ ⊗ 1 unchanged, then compares Kronecker products. The two-atom example is evaluated by expanding its finite sums, with i² = −1 completing the normalisation.
